# The secular determinant vanishes at every energy exactly when the local orbitals are linearly dependent

Q: Suppose I look for energy levels by scanning for zeros of a secular determinant, and two of my local orbitals have become the same function. Every trial energy then passes as a level, and the scan tells me nothing about the operator. But if I see a determinant that is always zero, may I blame the orbitals? Perhaps an unlucky operator does the same thing with perfectly good ones.

A: It can't. Take $N$ orthonormal primitive functions, an $N\times N$ operator matrix $A$, and $n$ local orbitals whose expansion coefficients are the columns of an $N\times n$ matrix $B$. With $B^*$ the conjugate transpose, write
$$M=B^*AB,\qquad S=B^*B,\qquad H(E)=M-ES .$$
Then $\det H(E)=0$ for every complex $E$ if and only if the columns of $B$ are linearly dependent. So for energy-independent $A$ and $B$, a determinant that is always zero is the fault of the orbitals, never of the operator. When the columns are independent, the zeros are the eigenvalues of $A$ projected onto the space that the orbitals span. These are the levels meant below; if $n<N$, they need not be eigenvalues of $A$ itself.

Q: Show me the easy direction first.

A: Dependence means that $Bc=0$ for some coefficient vector $c\neq0$. Then
$$H(E)c=B^*A(Bc)-E\,B^*(Bc)=0$$
at every $E$, so $H(E)$ is singular at every $E$. For your two equal orbitals, $c$ has entries $1$ and $-1$ in their positions and zeros elsewhere.

Q: And the direction I doubted?

A: Suppose that the columns are independent. If $Sc=0$, then $0=c^*Sc=\|Bc\|^2$, so $Bc=0$ and hence $c=0$. The overlap matrix $S$ is therefore invertible, and we can factor
$$M-ES=(-S)\,(E\,\mathbb 1-S^{-1}M),$$
$$\det H(E)=\det(-S)\;p(E),\qquad p(E)=\det(E\,\mathbb 1-S^{-1}M).$$
Here $\det(-S)=(-1)^n\det S\neq0$, and $p$ is a monic polynomial of degree $n$, with at most $n$ distinct roots. So zeros at more than $n$ distinct energies already force dependence. Vanishing on all of $\mathbb C$ certainly supplies that many.

Q: You never used a Hermitian $A$. My Hamiltonian is Hermitian; does that buy anything?

A: It reduces the test to one energy, provided that the energy is not real. Let $H(E)c=0$ and put $x=Bc$. Multiplying by $c^*$ gives
$$0=x^*Ax-E\,x^*x .$$
Both $x^*Ax$ and $x^*x$ are real, so complex conjugation gives $0=x^*Ax-\bar E\,x^*x$. Subtracting the two equations leaves $(E-\bar E)\|x\|^2=0$. Since $E\neq\bar E$, we get $x=0$, that is, $Bc=0$. A nonzero null vector at a non-real energy is thus a linear dependence among the orbitals.

Q: Now the formal version. What are the objects?

A: `N` and `n` are finite index types, labelling primitive functions and local orbitals. The numbers I called $N$ and $n$ are their sizes; the second appears as `Fintype.card n`.

```lean
import Mathlib

open Matrix
open scoped ComplexOrder

namespace LinearlyDependentLocalOrbitals

noncomputable section

variable {N n : Type*} [Fintype N] [Fintype n] [DecidableEq n]
```

Q: How does it represent an orbital?

A: As its coefficient vector. Orbital `j` has coefficient `B i j` on primitive function `i`.

```lean
/-- The local orbitals: orbital `j` is column `j` of the coefficient matrix `B`. -/
def orbitals {N n : Type*} (B : Matrix N n ℂ) : n → N → ℂ := fun j i => B i j
```

This is an indexed family, not a set of vectors. The difference matters for your example: two equal columns with different labels count as dependent, as they should, whereas a set would merge them into one.

Q: And the secular matrix is literally the one I would write down?

A: Yes, with `ᴴ` for the conjugate transpose and `•` for multiplication by the scalar `E`.

```lean
/-- The secular matrix `B* A B - E B* B` of the operator `A` in the local orbitals `B`. -/
def secular {N n : Type*} [Fintype N] (A : Matrix N N ℂ) (B : Matrix N n ℂ) (E : ℂ) :
    Matrix n n ℂ :=
  Bᴴ * A * B - E • (Bᴴ * B)
```

Taking `Bᴴ * B` as the overlap is where orthonormality of the primitive functions enters. Nothing requires `A` to be a Hamiltonian, or even Hermitian, until a theorem says so.

Q: My primitive functions often overlap. What would change if that had been modelled?

A: One would add a primitive overlap matrix $O$ and use $B^*AB-E\,B^*OB$. If $O$ is positive definite, write $O=LL^*$ with $L$ invertible, and replace $B$ by $L^*B$ and $A$ by $L^{-1}A(L^*)^{-1}$. This gives the same secular matrix in the orthonormal form, and $L^*B$ has dependent columns exactly when $B$ does. That reduction is my own supplement to the checked theorems. If $O$ were only positive semidefinite, independent coefficient columns would no longer guarantee an invertible overlap, and the criterion would have to refer to the functions themselves.

Q: "Linearly independent" is a library notion. How do I know it matches $Bc=0$?

A: That is the first lemma. The auxiliary statement `key` identifies the linear combination $\sum_j c_j\,(\text{orbital } j)$ with the product $Bc$, entry by entry. The rest translates "some coefficient is nonzero" into "the vector $c$ is nonzero", and back.

```lean
omit [Fintype N] [DecidableEq n] in
/-- The orbitals are linearly dependent exactly when some nonzero coefficient vector
produces the zero function. -/
theorem dependent_iff (B : Matrix N n ℂ) :
    ¬ LinearIndependent ℂ (orbitals B) ↔ ∃ c : n → ℂ, c ≠ 0 ∧ B *ᵥ c = 0 := by
  have key : ∀ c : n → ℂ, ∑ j, c j • orbitals B j = B *ᵥ c := by
    intro c
    ext i
    simp [orbitals, Matrix.mulVec, dotProduct, Finset.sum_apply, mul_comm]
  rw [Fintype.not_linearIndependent_iff]
  constructor
  · rintro ⟨c, h, i, hi⟩
    exact ⟨c, fun h0 => hi (congrFun h0 i), (key c).symm.trans h⟩
  · rintro ⟨c, hc, h⟩
    exact ⟨c, (key c).trans h, Function.ne_iff.mp hc⟩
```

Q: Then the factorisation?

A: It is stated for any square matrices $M$ and $S$ with $\det S\neq0$. The first part proves $\det(-S)\neq0$. The second merges the two determinants on the right into the determinant of a product, then multiplies out $(-S)(E\,\mathbb 1-S^{-1}M)$, using $SS^{-1}=\mathbb 1$ to recover $M-ES$.

```lean
/-- For an invertible overlap matrix `S`, the secular determinant is a nonzero constant times
the characteristic polynomial of `S⁻¹ M`, evaluated at the energy. -/
theorem det_pencil (M S : Matrix n n ℂ) (hS : S.det ≠ 0) :
    (-S).det ≠ 0 ∧ ∀ E : ℂ, (M - E • S).det = (-S).det * (S⁻¹ * M).charpoly.eval E := by
  constructor
  · rw [Matrix.det_neg]
    exact mul_ne_zero (pow_ne_zero _ (by norm_num)) hS
  · intro E
    have hinv : S * S⁻¹ = 1 := Matrix.mul_nonsing_inv S (isUnit_iff_ne_zero.mpr hS)
    have hs : Matrix.scalar n E = E • (1 : Matrix n n ℂ) := by
      ext i j
      simp [Matrix.scalar_apply, Matrix.diagonal_apply, Matrix.one_apply]
    rw [Matrix.eval_charpoly, ← Matrix.det_mul, hs]
    congr 1
    -- pull the overlap matrix out on the left
    have h1 : S * (S⁻¹ * M) = M := by rw [← Matrix.mul_assoc, hinv, Matrix.one_mul]
    rw [mul_sub, neg_mul, neg_mul, h1, Matrix.mul_smul, Matrix.mul_one]
    abel
```

Q: Where does the counting happen?

A: In the next theorem. Its hypothesis is a finite set `s` of energies with more than $n$ elements, at each of which the determinant is zero. The proof assumes independence and seeks a contradiction. The step `hS` is the argument with $\|Bc\|^2$: a null vector of the overlap would be a null vector of $B$. Dividing out the nonzero factor $\det(-S)$ makes every energy in `s` a root of $p$. A polynomial of degree at most $n$ with more than $n$ distinct roots must be zero, but a monic polynomial is not zero.

```lean
/-- If the secular determinant of `n` orbitals vanishes at more than `n` distinct energies,
the orbitals are linearly dependent. -/
theorem dependent_of_many_roots (A : Matrix N N ℂ) (B : Matrix N n ℂ) (s : Finset ℂ)
    (hs : Fintype.card n < s.card) (h : ∀ E ∈ s, (secular A B E).det = 0) :
    ¬ LinearIndependent ℂ (orbitals B) := by
  intro hli
  -- independent orbitals have an invertible overlap matrix
  have hS : (Bᴴ * B).det ≠ 0 := by
    intro h0
    obtain ⟨c, hc, h1⟩ := Matrix.exists_mulVec_eq_zero_iff.mpr h0
    exact (dependent_iff B).mpr
      ⟨c, hc, (Matrix.conjTranspose_mul_self_mulVec_eq_zero B c).mp h1⟩ hli
  obtain ⟨hd, hdet⟩ := det_pencil (Bᴴ * A * B) (Bᴴ * B) hS
  -- a monic polynomial of degree n cannot have more than n roots
  refine (Matrix.charpoly_monic ((Bᴴ * B)⁻¹ * (Bᴴ * A * B))).ne_zero ?_
  refine Polynomial.eq_zero_of_natDegree_lt_card_of_eval_eq_zero' _ s ?_ ?_
  · intro E hE
    exact (mul_eq_zero.mp ((hdet E).symm.trans (h E hE))).resolve_left hd
  · rw [Matrix.charpoly_natDegree_eq_dim]
    exact hs
```

Q: So the statement you opened with is a corollary?

A: One direction is. Since $\mathbb C$ is infinite, the proof picks $n+1$ distinct energies and applies the count. The other direction takes $c$ with $Bc=0$ and simplifies $H(E)c$ to zero, as we did by hand.

```lean
/-- The secular determinant vanishes at every complex energy if and only if the local orbitals
are linearly dependent; the matrix `A` may be Hermitian or not. -/
theorem secular_det_vanishes_iff (A : Matrix N N ℂ) (B : Matrix N n ℂ) :
    (∀ E : ℂ, (secular A B E).det = 0) ↔ ¬ LinearIndependent ℂ (orbitals B) := by
  constructor
  · intro h
    obtain ⟨s, hs⟩ := Infinite.exists_subset_card_eq ℂ (Fintype.card n + 1)
    exact dependent_of_many_roots A B s (by omega) (fun E _ => h E)
  · intro h E
    obtain ⟨c, hc, h0⟩ := (dependent_iff B).mp h
    refine Matrix.exists_mulVec_eq_zero_iff.mp ⟨c, hc, ?_⟩
    simp only [secular, Matrix.sub_mulVec, Matrix.smul_mulVec, ← Matrix.mulVec_mulVec, h0,
      Matrix.mulVec_zero, smul_zero, sub_zero]
```

The quantifier over `E` sits inside the left-hand side of the equivalence. The claim concerns a determinant that vanishes at all energies, and a zero at one particular energy may simply be a level.

Q: Yet you promised me a test at one energy.

A: For Hermitian `A` and non-real `E`, written `E.im ≠ 0`. The work is in a lemma about null vectors. The step `hform` rewrites $c^*H(E)c$ in terms of $x=Bc$; `hp` and `hq` say that $x^*Ax$ and $x^*x$ equal their own conjugates. Only `hp` uses Hermiticity. The step `hz` is the subtraction, and the last lines cancel $E-\bar E$ and conclude that a vector of zero norm is zero.

```lean
omit [DecidableEq n] in
/-- For Hermitian `A` and a non-real energy, every null vector of the secular matrix
gives the zero function when expanded in the orbitals. -/
theorem null_vector_of_nonreal {A : Matrix N N ℂ} (hA : A.IsHermitian) (B : Matrix N n ℂ)
    {E : ℂ} (hE : E.im ≠ 0) {c : n → ℂ} (h : secular A B E *ᵥ c = 0) : B *ᵥ c = 0 := by
  -- the quadratic form in terms of the function x = B c
  have hform : star c ⬝ᵥ (secular A B E *ᵥ c)
      = star (B *ᵥ c) ⬝ᵥ (A *ᵥ (B *ᵥ c)) - E * (star (B *ᵥ c) ⬝ᵥ (B *ᵥ c)) := by
    simp only [secular, Matrix.sub_mulVec, Matrix.smul_mulVec, dotProduct_sub, dotProduct_smul,
      smul_eq_mul, Matrix.star_mulVec, ← Matrix.dotProduct_mulVec, Matrix.mulVec_mulVec,
      Matrix.mul_assoc]
  rw [h, dotProduct_zero] at hform
  generalize B *ᵥ c = x at hform ⊢
  -- both the quadratic form x* A x and the squared norm x* x are real
  have hp : star (star x ⬝ᵥ (A *ᵥ x)) = star x ⬝ᵥ (A *ᵥ x) := by
    rw [← Matrix.star_dotProduct, Matrix.star_mulVec, ← Matrix.dotProduct_mulVec, hA.eq]
  have hq : star (star x ⬝ᵥ x) = star x ⬝ᵥ x := (Matrix.star_dotProduct x x).symm
  have hc := congrArg star hform
  rw [star_zero, star_sub, star_mul', hp, hq] at hc
  have hz : (E - star E) * (star x ⬝ᵥ x) = 0 := by linear_combination hform - hc
  have hne : E - star E ≠ 0 := fun h0 =>
    hE (Complex.conj_eq_iff_im.mp (sub_eq_zero.mp h0).symm)
  have h0 := (mul_eq_zero.mp hz).resolve_left hne
  exact dotProduct_star_self_eq_zero.mp h0
```

The test itself follows. A vanishing determinant supplies a nonzero null vector, which the lemma turns into a dependence; the reverse implication is the main theorem evaluated at the chosen energy.

```lean
/-- For Hermitian `A`, the secular determinant at any one non-real energy vanishes if and only
if the local orbitals are linearly dependent. -/
theorem single_energy_test {A : Matrix N N ℂ} (hA : A.IsHermitian) (B : Matrix N n ℂ)
    {E : ℂ} (hE : E.im ≠ 0) :
    (secular A B E).det = 0 ↔ ¬ LinearIndependent ℂ (orbitals B) := by
  constructor
  · intro h
    obtain ⟨c, hc, h0⟩ := Matrix.exists_mulVec_eq_zero_iff.mpr h
    exact (dependent_iff B).mpr ⟨c, hc, null_vector_of_nonreal hA B hE h0⟩
  · intro h
    exact (secular_det_vanishes_iff A B).mpr h E
```

Q: Why must the energy be non-real? I would rather stay on the real axis.

A: Because a Hermitian problem has its levels there. With one primitive function, $A=(a)$ for real $a$ and $B=(1)$, the determinant is $a-E$. It vanishes at $E=a$, although the single orbital is perfectly independent.

Q: Could the count be improved, so that $n$ zeros would be enough?

A: No, and two results together show it. First, the orbitals given by the identity coefficient matrix are independent, since $\mathbb 1c=0$ means $c=0$.

```lean
/-- The orbitals given by the identity coefficient matrix are linearly independent. -/
theorem independent_one : LinearIndependent ℂ (orbitals (1 : Matrix n n ℂ)) := by
  by_contra h
  obtain ⟨c, hc, h1⟩ := (dependent_iff (1 : Matrix n n ℂ)).mp h
  exact hc (by simpa using h1)
```

Second, let $A$ be diagonal with distinct real levels $e_i$ and let $B=\mathbb 1$, so that there are as many orbitals as primitive functions. Then $\det H(E)=\prod_i(e_i-E)$ vanishes at each of the $n$ levels. In Lean, injectivity of `e` ensures that the set of levels has $n$ elements, and at $E=e_k$ the factor with index $k$ is zero.

```lean
/-- For a diagonal operator with `n` distinct real levels and the identity coefficient matrix,
the levels are `n` distinct energies at which the secular determinant vanishes. -/
theorem root_count_sharp (e : n → ℝ) (he : Function.Injective e) :
    (Finset.univ.image (fun i => (e i : ℂ))).card = Fintype.card n ∧
      ∀ E ∈ Finset.univ.image (fun i => (e i : ℂ)),
        (secular (Matrix.diagonal (fun i => (e i : ℂ))) (1 : Matrix n n ℂ) E).det = 0 := by
  constructor
  · have hinj : Function.Injective (fun i => (e i : ℂ)) :=
      fun i j hij => he (Complex.ofReal_injective hij)
    rw [Finset.card_image_of_injective _ hinj, Finset.card_univ]
  · intro E hE
    obtain ⟨k, -, rfl⟩ := Finset.mem_image.mp hE
    have hdiag : secular (Matrix.diagonal (fun i => (e i : ℂ))) (1 : Matrix n n ℂ) (e k : ℂ)
        = Matrix.diagonal (fun i => (e i : ℂ) - (e k : ℂ)) := by
      ext i j
      by_cases hij : i = j
      · subst hij
        simp [secular]
      · simp [secular, hij]
    rw [hdiag, Matrix.det_diagonal]
    exact Finset.prod_eq_zero (Finset.mem_univ k) (sub_self _)
```

Q: And if my operator is not Hermitian, say because it contains an absorbing potential?

A: The main theorem and the count still apply, but the single-energy test can fail. For
$$A=\begin{pmatrix}0&1\\-1&0\end{pmatrix},\qquad B=\mathbb 1,$$
the determinant is $E^2+1$, which vanishes at $E=i$ with independent orbitals. This matrix is an algebraic counter-example, not a model of absorption: with the time factor $e^{-iEt}$, the eigenvalue $i$ belongs to a growing state. A Hermitian Hamiltonian with a purely absorbing potential added has no eigenvalues in the upper half-plane, but the test can still fail in the lower one: $A=(-i)$ and $B=(1)$ give the determinant $-i-E$, which vanishes at $E=-i$. The Lean proof treats the $2\times2$ matrix, expanding its determinant at $E=i$.

```lean
/-- For the non-Hermitian matrix with rows `(0, 1)` and `(-1, 0)` and the identity coefficient
matrix, the secular determinant vanishes at the non-real energy `i`. -/
theorem nonhermitian_root :
    (secular !![0, 1; -1, 0] (1 : Matrix (Fin 2) (Fin 2) ℂ) Complex.I).det = 0 := by
  simp [secular, Matrix.det_fin_two]

end

end LinearlyDependentLocalOrbitals
```

```lean
#print axioms LinearlyDependentLocalOrbitals.secular_det_vanishes_iff
-- 'LinearlyDependentLocalOrbitals.secular_det_vanishes_iff' depends on axioms: [propext, Classical.choice, Quot.sound]
#print axioms LinearlyDependentLocalOrbitals.single_energy_test
-- 'LinearlyDependentLocalOrbitals.single_energy_test' depends on axioms: [propext, Classical.choice, Quot.sound]
#print axioms LinearlyDependentLocalOrbitals.root_count_sharp
-- 'LinearlyDependentLocalOrbitals.root_count_sharp' depends on axioms: [propext, Classical.choice, Quot.sound]
#print axioms LinearlyDependentLocalOrbitals.nonhermitian_root
-- 'LinearlyDependentLocalOrbitals.nonhermitian_root' depends on axioms: [propext, Classical.choice, Quot.sound]
```

Q: My code doesn't scan determinants. It hands $M$ and $S$ to a generalised eigenvalue solver. Where would I meet this?

A: In the treatment of $S$. A common route for Hermitian problems is a Cholesky factorisation $S=LL^*$, with $L$ now lower triangular, followed by an ordinary eigenvalue problem for $L^{-1}M(L^*)^{-1}$. In exact arithmetic, $S$ is positive definite precisely when the orbitals are independent, so dependent orbitals leave no invertible factor $L$. In floating-point arithmetic the factorisation may stop with an error, or it may get through with a tiny pivot and return unreliable eigenvalues. A usual remedy is to diagonalise $S$, discard the eigenvectors whose eigenvalues lie below a threshold, and solve in the remaining space.

Q: Then the theorem doesn't choose the threshold for me.

A: It doesn't. It distinguishes exact dependence from exact independence and says nothing about nearly dependent orbitals. A small determinant is a poor measure of near dependence, because rescaling the orbitals changes its size without changing the space they span. The smallest eigenvalue of $S$ for normalised orbitals is more informative.

Q: And multiple-scattering equations, where the matrix itself depends on energy?

A: They need a separate argument. Here $A$ and $B$ are fixed while $E$ varies, which is what makes the determinant a polynomial in $E$. With energy-dependent matrices it generally isn't one, and the count of $n$ roots loses its basis.
